# For finitely many independent modes with nonnegative, summable weights, the sum over occupations factorises

The lemma `hasSum_prod_modes` concerns finitely many modes, each of which may hold any number of particles, with a nonnegative weight `f k j` for `j` particles in mode `k`. The modes do not interact, in the sense that the weight of an occupation vector is the product of its single-mode weights. If the weights of each mode `k` sum to `s k`, which need not be 1, then the weights of all occupation vectors sum to the product of the `s k`. The attempt goes by induction on the number of modes, splitting off the first mode and multiplying its sum by the sum over the rest.

As first written in Lean, the proof fails:

```lean
import Mathlib

open Finset

namespace IdealBoseGas

noncomputable section

/-- For two independent systems with nonnegative summable weights, the product weights over
pairs of configurations sum to the product of the two sums. -/
theorem hasSum_pair {α β : Type} {u : α → ℝ} {v : β → ℝ} {a c : ℝ}
    (hu : ∀ i, 0 ≤ u i) (hv : ∀ j, 0 ≤ v j) (ha : HasSum u a) (hc : HasSum v c) :
    HasSum (fun p : α × β => u p.1 * v p.2) (a * c) := by
  have hsum := ha.summable.mul_of_nonneg hc.summable hu hv
  have h := ha.mul hc hsum
  exact h

/-- If each mode has nonnegative weights `f k` with sum `s k`, then the product weights,
summed over all occupation vectors, give the product of the `s k`. -/
theorem hasSum_prod_modes {M : ℕ} (f : Fin M → ℕ → ℝ) (s : Fin M → ℝ)
    (hf : ∀ k j, 0 ≤ f k j) (hs : ∀ k, HasSum (f k) (s k)) :
    HasSum (fun n : Fin M → ℕ => ∏ k, f k (n k)) (∏ k, s k) := by
  induction M with
  | zero =>
    have h := hasSum_unique (fun n : Fin 0 → ℕ => ∏ k, f k (n k))
    simpa using h
  | succ M ih =>
    -- the modes after the first one
    have ht := ih (fun k => f k.succ) (fun k => s k.succ)
      (fun k j => hf k.succ j) (fun k => hs k.succ)
    have hsum := (hs 0).summable.mul_of_nonneg ht.summable (fun j => hf 0 j)
      (fun n => Finset.prod_nonneg fun k _ => hf k.succ (n k))
    have h := (hs 0).mul ht hsum
    -- an occupation vector is the first occupation number together with the rest
    refine (Fin.consEquiv (fun _ : Fin (M + 1) => ℕ)).hasSum_iff.mp ?_
    rw [Fin.prod_univ_succ]
    convert h using 1
    funext p
    simp [Fin.consEquiv, Fin.prod_univ_succ]

end

end IdealBoseGas
```

The error:

```
Main.lean:26:4: warning: try 'simp' instead of 'simpa'

Note: This linter can be disabled with `set_option linter.unnecessarySimpa false`
Main.lean:38:4: error: Tactic `apply` failed: could not unify the conclusion of `@funext`
  ?f = ?g
with the goal
  Real.instAddCommMonoid =
    CommRing.toNonUnitalCommRing.toNonUnitalNonAssocCommRing.toNonUnitalNonAssocSemiring.toAddCommMonoid

Note: The full type of `@funext` is
  ∀ {α : Sort ?u.88} {β : α → Sort ?u.87} {f g : (x : α) → β x}, (∀ (x : α), f x = g x) → f = g

case e'_3
M : ℕ
ih :
  ∀ (f : Fin M → ℕ → ℝ) (s : Fin M → ℝ),
    (∀ (k : Fin M) (j : ℕ), 0 ≤ f k j) →
      (∀ (k : Fin M), HasSum (f k) (s k)) → HasSum (fun n => ∏ k, f k (n k)) (∏ k, s k)
f : Fin (M + 1) → ℕ → ℝ
s : Fin (M + 1) → ℝ
hf : ∀ (k : Fin (M + 1)) (j : ℕ), 0 ≤ f k j
hs : ∀ (k : Fin (M + 1)), HasSum (f k) (s k)
ht : HasSum (fun n => ∏ k, f k.succ (n k)) (∏ k, s k.succ)
hsum : Summable fun x => f 0 x.1 * ∏ k, f k.succ (x.2 k)
h : HasSum (fun x => f 0 x.1 * ∏ k, f k.succ (x.2 k)) (s 0 * ∏ k, s k.succ)
⊢ Real.instAddCommMonoid =
    CommRing.toNonUnitalCommRing.toNonUnitalNonAssocCommRing.toNonUnitalNonAssocSemiring.toAddCommMonoid
```

What went wrong. The error arises at `funext p`. `HasSum` carries the additive structure on `ℝ` as an instance argument. In the goal this is `Real.instAddCommMonoid`, but in `h`, built by `HasSum.mul`, it is reached through the ring structure. `convert h using 1` left the equality of these two instances as a goal, and `funext`, meant for the equality of the summands, met that one first. It is not an equality of functions, so `funext` failed.

The repair drops `convert`. It takes `h` from `hasSum_pair`, which is stated directly for real sums, proves the equality of the summands separately as `hfun`, and rewrites the goal with it after reindexing by `E`. Then `exact h` closes the goal, with no instance equality left to prove.

The names `v`, `c` and `E`, with their equations, serve this explicit rewriting; the error itself does not call for them. Replacing `simpa using h` by `simp` in the zero case is mere tidying, as the linter's warning suggests: `simp` needs no help from `h` there.

As a diff, the version that Lean accepts:

```diff
@@ -23,19 +23,33 @@
   induction M with
   | zero =>
-    have h := hasSum_unique (fun n : Fin 0 → ℕ => ∏ k, f k (n k))
-    simpa using h
+    simp
   | succ M ih =>
     -- the modes after the first one
     have ht := ih (fun k => f k.succ) (fun k => s k.succ)
       (fun k j => hf k.succ j) (fun k => hs k.succ)
-    have hsum := (hs 0).summable.mul_of_nonneg ht.summable (fun j => hf 0 j)
-      (fun n => Finset.prod_nonneg fun k _ => hf k.succ (n k))
-    have h := (hs 0).mul ht hsum
+    obtain ⟨v, hv⟩ : ∃ v : (Fin M → ℕ) → ℝ, ∀ n, v n = ∏ k : Fin M, f k.succ (n k) :=
+      ⟨fun n => ∏ k : Fin M, f k.succ (n k), fun _ => rfl⟩
+    obtain ⟨c, hc⟩ : ∃ c : ℝ, c = ∏ k : Fin M, s k.succ := ⟨_, rfl⟩
+    have hv0 : ∀ n, 0 ≤ v n := by
+      intro n
+      rw [hv]
+      refine Finset.prod_nonneg ?_
+      intro k _
+      exact hf k.succ (n k)
+    have hvc : HasSum v c := by
+      rw [hc, funext hv]
+      exact ht
+    have h := hasSum_pair (hf 0) hv0 (hs 0) hvc
     -- an occupation vector is the first occupation number together with the rest
-    refine (Fin.consEquiv (fun _ : Fin (M + 1) => ℕ)).hasSum_iff.mp ?_
-    rw [Fin.prod_univ_succ]
-    convert h using 1
-    funext p
-    simp [Fin.consEquiv, Fin.prod_univ_succ]
+    obtain ⟨E, hE⟩ : ∃ E : (ℕ × (Fin M → ℕ)) ≃ (Fin (M + 1) → ℕ),
+        ∀ p, E p 0 = p.1 ∧ ∀ k : Fin M, E p k.succ = p.2 k :=
+      ⟨Fin.consEquiv (fun _ : Fin (M + 1) => ℕ), fun p => ⟨rfl, fun k => rfl⟩⟩
+    have hfun : (fun n : Fin (M + 1) → ℕ => ∏ k, f k (n k)) ∘ E =
+        fun p => f 0 p.1 * v p.2 := by
+      funext p
+      rw [Function.comp_apply, Fin.prod_univ_succ, hv]
+      simp only [(hE p).1, (hE p).2]
+    rw [Fin.prod_univ_succ, ← hc, ← E.hasSum_iff, hfun]
+    exact h
 
 end
```
